# Derivative of a matrix square root in its eigenbasis

Atom-centred basis functions move with the nuclei, so their overlap matrix \(S(t)\) depends on a nuclear displacement \(t\). Löwdin orthogonalisation builds an orthonormal basis from \(S^{-1/2}\). In that basis a Fock matrix \(F\) becomes \(S^{-1/2}FS^{-1/2}\) and a vector \(c\) of orbital coefficients becomes \(S^{1/2}c\), so differentiating them by the product rule brings in the derivatives of \(S^{-1/2}\) and \(S^{1/2}\). These derivatives are computed here for finite real matrices and one parameter, without forming any energy gradient. Löwdin's construction also supplies the root itself, as the symmetric positive-definite root of a positive-definite \(S\), whereas here a differentiable root \(X(t)\) is assumed, and neither \(X\) nor \(S\) is required to be symmetric.

```lean
import Mathlib

open Matrix Filter Topology

namespace LoewdinDerivative

noncomputable section

variable {n : Type*}
```

## Objects

Basis functions are labelled by `n`, finite wherever matrices are multiplied. `HasMatDerivAt A A' t₀` says that \(\frac{d}{dt}A_{ij}(t_0) = A'_{ij}\) for every entry.

```lean
/-- The matrix function `A(t)` has derivative `A'` at `t₀`, entry by entry. -/
def HasMatDerivAt (A : ℝ → Matrix n n ℝ) (A' : Matrix n n ℝ) (t₀ : ℝ) : Prop :=
  ∀ i j, HasDerivAt (fun t => A t i j) (A' i j) t₀
```

`sylvesterSol x C` is the matrix with entries \(C_{ij}/(x_i+x_j)\).

```lean
/-- The matrix with entries `C i j / (x i + x j)`. -/
def sylvesterSol (x : n → ℝ) (C : Matrix n n ℝ) : Matrix n n ℝ :=
  Matrix.of fun i j => C i j / (x i + x j)
```

## Differentiating \(X^2 = S\)

A derivative at \(t_0\) depends only on values near \(t_0\). The condition `∀ᶠ t in 𝓝 t₀, A t = B t` means that \(A(t)=B(t)\) on some neighbourhood of \(t_0\), and it forces \(A'=B'\) entry by entry.

```lean
/-- Two matrix functions that agree near `t₀` have the same derivative at `t₀`. -/
theorem HasMatDerivAt.unique_of_eventuallyEq {A B : ℝ → Matrix n n ℝ} {A' B' : Matrix n n ℝ}
    {t₀ : ℝ} (hA : HasMatDerivAt A A' t₀) (hB : HasMatDerivAt B B' t₀)
    (h : ∀ᶠ t in 𝓝 t₀, A t = B t) : A' = B' := by
  ext i j
  have h' : (fun t => B t i j) =ᶠ[𝓝 t₀] (fun t => A t i j) := by
    filter_upwards [h] with t ht
    simp [ht]
  exact ((hA i j).congr_of_eventuallyEq h').unique (hB i j)
```

The family \(A+tB\) has derivative \(B\), which serves the two examples at the end.

```lean
/-- The matrix function `A + t B` has derivative `B`. -/
theorem hasMatDerivAt_affine (A B : Matrix n n ℝ) (t₀ : ℝ) :
    HasMatDerivAt (fun t : ℝ => A + t • B) B t₀ := by
  intro i j
  have h := ((hasDerivAt_id' t₀).mul_const (B i j)).const_add (A i j)
  simpa only [Matrix.add_apply, Matrix.smul_apply, smul_eq_mul, one_mul] using h
```

From \((AB)_{ij}=\sum_k A_{ik}B_{kj}\), the scalar product rule in each term gives
\[ (AB)'_{ij}=\sum_k \left(A'_{ik}B_{kj}+A_{ik}B'_{kj}\right), \qquad (AB)'=A'B+AB'. \]

```lean
variable [Fintype n]

/-- Product rule for matrix functions: `(A B)' = A' B + A B'`. -/
theorem HasMatDerivAt.mul {A B : ℝ → Matrix n n ℝ} {A' B' : Matrix n n ℝ} {t₀ : ℝ}
    (hA : HasMatDerivAt A A' t₀) (hB : HasMatDerivAt B B' t₀) :
    HasMatDerivAt (fun t => A t * B t) (A' * B t₀ + A t₀ * B') t₀ := by
  intro i j
  have h : HasDerivAt (fun t => ∑ k, A t i k * B t k j)
      (∑ k, (A' i k * B t₀ k j + A t₀ i k * B' k j)) t₀ :=
    HasDerivAt.fun_sum fun k _ => (hA i k).fun_mul (hB k j)
  simpa only [Matrix.mul_apply, Matrix.add_apply, Finset.sum_add_distrib] using h
```

With \(A=B=X\) and \(X^2=S\) near \(t_0\), the two sides have equal derivatives, which is a Sylvester equation for \(X'\):
\[ X(t_0)X'+X'X(t_0)=S'. \]

```lean
/-- If `X(t)² = S(t)` near `t₀`, the derivatives obey the Sylvester equation
`X X' + X' X = S'` at `t₀`. -/
theorem sylvester_of_sq {X S : ℝ → Matrix n n ℝ} {X' S' : Matrix n n ℝ} {t₀ : ℝ}
    (hX : HasMatDerivAt X X' t₀) (hS : HasMatDerivAt S S' t₀)
    (hsq : ∀ᶠ t in 𝓝 t₀, X t * X t = S t) :
    X t₀ * X' + X' * X t₀ = S' := by
  rw [add_comm]
  exact (hX.mul hX).unique_of_eventuallyEq hS hsq
```

## Solving the Sylvester equation

For \(D=\mathrm{diag}(x)\) one has \((DY)_{ij}=x_iY_{ij}\) and \((YD)_{ij}=Y_{ij}x_j\), so \(DY+YD=C\) decouples into
\[ (x_i+x_j)\,Y_{ij}=C_{ij}. \]
If no sum \(x_i+x_j\) vanishes, this holds exactly when \(Y_{ij}=C_{ij}/(x_i+x_j)\). In both directions `eq_div_iff` clears the denominator and `linear_combination` matches the two forms of the entry equation.

```lean
variable [DecidableEq n]

/-- For `D = diag(x)` with all `x i + x j ≠ 0`, the equation `D Y + Y D = C` holds exactly
when `Y i j = C i j / (x i + x j)`. -/
theorem sylvester_diagonal_iff {x : n → ℝ} (hx : ∀ i j, x i + x j ≠ 0) (C Y : Matrix n n ℝ) :
    diagonal x * Y + Y * diagonal x = C ↔ Y = sylvesterSol x C := by
  constructor
  · intro h
    ext i j
    -- the equation decouples entry by entry
    have hij := congrFun (congrFun h i) j
    simp only [Matrix.add_apply, Matrix.diagonal_mul, Matrix.mul_diagonal] at hij
    simp only [sylvesterSol, Matrix.of_apply]
    rw [eq_div_iff (hx i j)]
    linear_combination hij
  · rintro rfl
    ext i j
    have hq : C i j / (x i + x j) * (x i + x j) = C i j := (eq_div_iff (hx i j)).mp rfl
    simp only [Matrix.add_apply, Matrix.diagonal_mul, Matrix.mul_diagonal, sylvesterSol,
      Matrix.of_apply]
    linear_combination hq
```

For \(M=UDV\) with \(VU=1\), finite dimension gives \(UV=1\) as well (`hUV`). Multiplying by \(V\) on the left and \(U\) on the right yields
\[ V(MY+YM)U = D\,(VYU)+(VYU)\,D, \]
which is `e`. The maps \(A\mapsto VAU\) and \(A\mapsto UAV\) undo each other (`back`, `fwd`), so \(MY+YM=C\) is equivalent to the diagonal equation for \(VYU\) with right side \(VCU\). Its solution \(W_{ij}=(VCU)_{ij}/(x_i+x_j)\) transforms back to \(Y=UWV\).

```lean
/-- For `M = U diag(x) V` with `V U = 1` and all `x i + x j ≠ 0`, the equation
`M Y + Y M = C` holds exactly when `Y = U W V` with `W i j = (V C U) i j / (x i + x j)`. -/
theorem sylvester_eigenbasis_iff {x : n → ℝ} (hx : ∀ i j, x i + x j ≠ 0)
    {U V : Matrix n n ℝ} (hVU : V * U = 1) (C Y : Matrix n n ℝ) :
    U * diagonal x * V * Y + Y * (U * diagonal x * V) = C ↔
      Y = U * sylvesterSol x (V * C * U) * V := by
  have hUV : U * V = 1 := mul_eq_one_comm.mp hVU
  have key := sylvester_diagonal_iff hx (V * C * U) (V * Y * U)
  have back : ∀ A : Matrix n n ℝ, U * (V * A * U) * V = A := by
    intro A
    calc U * (V * A * U) * V = (U * V) * A * (U * V) := by noncomm_ring
      _ = A := by rw [hUV, Matrix.one_mul, Matrix.mul_one]
  have fwd : ∀ A : Matrix n n ℝ, V * (U * A * V) * U = A := by
    intro A
    calc V * (U * A * V) * U = (V * U) * A * (V * U) := by noncomm_ring
      _ = A := by rw [hVU, Matrix.one_mul, Matrix.mul_one]
  -- the change of basis turns the equation into the diagonal one
  have e : V * (U * diagonal x * V * Y + Y * (U * diagonal x * V)) * U
      = diagonal x * (V * Y * U) + V * Y * U * diagonal x := by
    calc V * (U * diagonal x * V * Y + Y * (U * diagonal x * V)) * U
        = (V * U) * diagonal x * (V * Y * U) + V * Y * U * diagonal x * (V * U) := by
          noncomm_ring
      _ = diagonal x * (V * Y * U) + V * Y * U * diagonal x := by
          rw [hVU, Matrix.one_mul, Matrix.mul_one]
  constructor
  · intro h
    rw [h] at e
    rw [← key.mp e.symm, back]
  · intro h
    have h1 : V * Y * U = sylvesterSol x (V * C * U) := by rw [h, fwd]
    have h2 := key.mpr h1
    rw [← e] at h2
    calc U * diagonal x * V * Y + Y * (U * diagonal x * V)
        = U * (V * (U * diagonal x * V * Y + Y * (U * diagonal x * V)) * U) * V :=
          (back _).symm
      _ = U * (V * C * U) * V := by rw [h2]
      _ = C := back C
```

## The derivative of the root

In `loewdin_derivative`, `hX` and `hS` state differentiability at \(t_0\), `hsq` states \(X^2=S\) near \(t_0\), `h0` states \(X(t_0)=\mathrm{diag}(x)\), and `hx` states \(x_i>0\). The basis is thus a fixed one in which \(S(t_0)=\mathrm{diag}(x_i^2)\), with \(x_i\) the positive roots of the overlap eigenvalues; diagonal form is required at \(t_0\) only. The conclusion is
\[ X'_{ij}=\frac{S'_{ij}}{x_i+x_j}, \]
and a matrix \(Y\) solves \(X(t_0)Y+YX(t_0)=S'\) if and only if \(Y=X'\). The \(x_i\) need not be distinct, since only their sums appear. Positivity gives \(x_i+x_j\neq0\) (`hne`), the Sylvester equation `hsyl` is solved to give `hsol`, and the same equivalence applied to an arbitrary \(Y\) gives uniqueness.

```lean
/-- Derivative of a matrix square root: if `X(t)² = S(t)` near `t₀` and `X(t₀) = diag(x)`
with all `x i > 0`, then `X' i j = S' i j / (x i + x j)`, and `X'` is the unique solution `Y`
of `X(t₀) Y + Y X(t₀) = S'`. -/
theorem loewdin_derivative {X S : ℝ → Matrix n n ℝ} {X' S' : Matrix n n ℝ} {t₀ : ℝ}
    {x : n → ℝ} (hX : HasMatDerivAt X X' t₀) (hS : HasMatDerivAt S S' t₀)
    (hsq : ∀ᶠ t in 𝓝 t₀, X t * X t = S t) (h0 : X t₀ = diagonal x) (hx : ∀ i, 0 < x i) :
    (∀ i j, X' i j = S' i j / (x i + x j)) ∧
      ∀ Y : Matrix n n ℝ, X t₀ * Y + Y * X t₀ = S' ↔ Y = X' := by
  have hne : ∀ i j, x i + x j ≠ 0 := fun i j => (add_pos (hx i) (hx j)).ne'
  -- differentiate X² = S, then solve the diagonal Sylvester equation
  have hsyl := sylvester_of_sq hX hS hsq
  rw [h0] at hsyl ⊢
  have hsol := (sylvester_diagonal_iff hne S' X').mp hsyl
  refine ⟨fun i j => ?_, fun Y => ?_⟩
  · exact congrFun (congrFun hsol i) j
  · rw [sylvester_diagonal_iff hne, ← hsol]
```

In a general basis, let \(X(t_0)=U\,\mathrm{diag}(x)\,V\) with constant \(U,V\) and \(VU=1\); an orthogonal eigenvector matrix is the case \(V=U^{T}\). The same argument gives
\[ X'=UWV,\qquad W_{ij}=\frac{(VS'U)_{ij}}{x_i+x_j}, \]
again as the unique solution.

```lean
/-- If `X(t)² = S(t)` near `t₀` and `X(t₀) = U diag(x) V` with `V U = 1` and all `x i > 0`,
then `X' = U W V` with `W i j = (V S' U) i j / (x i + x j)`, and `X'` is the unique solution
`Y` of `X(t₀) Y + Y X(t₀) = S'`. -/
theorem loewdin_derivative_eigenbasis {X S : ℝ → Matrix n n ℝ} {X' S' U V : Matrix n n ℝ}
    {t₀ : ℝ} {x : n → ℝ} (hX : HasMatDerivAt X X' t₀) (hS : HasMatDerivAt S S' t₀)
    (hsq : ∀ᶠ t in 𝓝 t₀, X t * X t = S t) (hVU : V * U = 1)
    (h0 : X t₀ = U * diagonal x * V) (hx : ∀ i, 0 < x i) :
    X' = U * sylvesterSol x (V * S' * U) * V ∧
      ∀ Y : Matrix n n ℝ, X t₀ * Y + Y * X t₀ = S' ↔ Y = X' := by
  have hne : ∀ i j, x i + x j ≠ 0 := fun i j => (add_pos (hx i) (hx j)).ne'
  have hsyl := sylvester_of_sq hX hS hsq
  rw [h0] at hsyl ⊢
  have hsol := (sylvester_eigenbasis_iff hne hVU S' X').mp hsyl
  refine ⟨hsol, fun Y => ?_⟩
  rw [sylvester_eigenbasis_iff hne hVU, ← hsol]
```

## The inverse root

Let \(Z(t)X(t)=1\) near \(t_0\), with \(Z\) assumed differentiable, so that \(Z\) stands for \(S^{-1/2}\); only the diagonal case is treated. Differentiating gives \(Z'X+ZX'=0\) (`hd`). Multiplying on the left by \(X(t_0)\) and using \(XZ=1\) gives \(XZ'X+X'=0\) (`e`), whose entries are \(x_iZ'_{ij}x_j+X'_{ij}=0\) (`eij`). Multiplying by \(x_i+x_j\) and subtracting \(X'_{ij}(x_i+x_j)=S'_{ij}\) (`hq`), as the last `linear_combination` does, leaves
\[ Z'_{ij}=-\frac{S'_{ij}}{x_ix_j(x_i+x_j)}. \]

```lean
/-- Derivative of the inverse root: if `X(t)² = S(t)` and `Z(t) X(t) = 1` near `t₀` and
`X(t₀) = diag(x)` with all `x i > 0`, then `Z' i j = -S' i j / (x i x j (x i + x j))`. -/
theorem loewdin_inverse_derivative {X Z S : ℝ → Matrix n n ℝ} {X' Z' S' : Matrix n n ℝ}
    {t₀ : ℝ} {x : n → ℝ} (hX : HasMatDerivAt X X' t₀) (hZ : HasMatDerivAt Z Z' t₀)
    (hS : HasMatDerivAt S S' t₀) (hsq : ∀ᶠ t in 𝓝 t₀, X t * X t = S t)
    (hinv : ∀ᶠ t in 𝓝 t₀, Z t * X t = 1) (h0 : X t₀ = diagonal x) (hx : ∀ i, 0 < x i)
    (i j : n) : Z' i j = -S' i j / (x i * x j * (x i + x j)) := by
  have hi := hx i
  have hj := hx j
  have hc : HasMatDerivAt (fun _ : ℝ => (1 : Matrix n n ℝ)) 0 t₀ :=
    fun k l => hasDerivAt_const t₀ ((1 : Matrix n n ℝ) k l)
  -- differentiate Z X = 1
  have hd : Z' * X t₀ + Z t₀ * X' = 0 := (hZ.mul hX).unique_of_eventuallyEq hc hinv
  have hZX : Z t₀ * X t₀ = 1 := hinv.self_of_nhds
  have hXZ : X t₀ * Z t₀ = 1 := mul_eq_one_comm.mp hZX
  have e : X t₀ * Z' * X t₀ + X' = 0 := by
    calc X t₀ * Z' * X t₀ + X' = X t₀ * Z' * X t₀ + (X t₀ * Z t₀) * X' := by
          rw [hXZ, Matrix.one_mul]
      _ = X t₀ * (Z' * X t₀ + Z t₀ * X') := by noncomm_ring
      _ = 0 := by rw [hd, Matrix.mul_zero]
  rw [h0] at e
  have eij := congrFun (congrFun e i) j
  simp only [Matrix.add_apply, Matrix.mul_diagonal, Matrix.diagonal_mul,
    Matrix.zero_apply] at eij
  -- insert the derivative of the square root
  have hq : X' i j * (x i + x j) = S' i j :=
    (eq_div_iff (add_pos hi hj).ne').mp ((loewdin_derivative hX hS hsq h0 hx).1 i j)
  rw [eq_div_iff (mul_pos (mul_pos hi hj) (add_pos hi hj)).ne']
  linear_combination (x i + x j) * eij - hq
```

## A two-by-two example

Take
\[ X(t)=\begin{pmatrix}1&t\\ t&2\end{pmatrix}. \]

```lean
/-- The two-orbital family `X(t) = [[1, t], [t, 2]]`. -/
def witnessRoot (t : ℝ) : Matrix (Fin 2) (Fin 2) ℝ := !![1, t; t, 2]
```

Its square is
\[ S(t)=\begin{pmatrix}1+t^2&3t\\ 3t&t^2+4\end{pmatrix}. \]

```lean
/-- The two-orbital family `S(t) = [[1 + t², 3t], [3t, t² + 4]]`. -/
def witnessOverlap (t : ℝ) : Matrix (Fin 2) (Fin 2) ℝ :=
  !![1 + t ^ 2, 3 * t; 3 * t, t ^ 2 + 4]
```

Functions carried rigidly by the nuclei keep their norms, so the trace of their overlap matrix, which is the sum of the squared norms, is constant, and an orthogonal change to the eigenbasis preserves it. Here the trace is \(5+2t^2\), so the pair illustrates the algebra only. At \(t=0\) the root is \(\mathrm{diag}(1,2)\), the diagonal entries of both derivatives vanish, and the off-diagonal entries are \(X'_{12}=X'_{21}=1\) and \(S'_{12}=S'_{21}=3\), consistent with \(3/(1+2)=1\). The theorem checks every hypothesis of `loewdin_derivative` for this pair, obtaining \(X'\) from the affine form and \(S'\) from the product rule.

```lean
/-- The families `witnessRoot` and `witnessOverlap` satisfy `X² = S` and `X(0) = diag(1, 2)`
with positive entries, and have derivatives `[[0, 1], [1, 0]]` and `[[0, 3], [3, 0]]` at `0`. -/
theorem loewdin_derivative_witness :
    HasMatDerivAt witnessRoot !![0, 1; 1, 0] 0 ∧
      HasMatDerivAt witnessOverlap !![0, 3; 3, 0] 0 ∧
      (∀ t, witnessRoot t * witnessRoot t = witnessOverlap t) ∧
      witnessRoot 0 = diagonal ![1, 2] ∧ ∀ i, 0 < (![1, 2] : Fin 2 → ℝ) i := by
  have hX : HasMatDerivAt witnessRoot !![0, 1; 1, 0] 0 := by
    have e : witnessRoot = fun t : ℝ => (!![1, 0; 0, 2] : Matrix (Fin 2) (Fin 2) ℝ)
        + t • (!![0, 1; 1, 0] : Matrix (Fin 2) (Fin 2) ℝ) := by
      funext t
      ext i j
      fin_cases i <;> fin_cases j <;> simp [witnessRoot]
    rw [e]
    exact hasMatDerivAt_affine _ _ _
  have hsq : ∀ t, witnessRoot t * witnessRoot t = witnessOverlap t := by
    intro t
    ext i j
    fin_cases i <;> fin_cases j <;>
      simp [witnessRoot, witnessOverlap, Matrix.mul_apply, Fin.sum_univ_succ] <;> ring
  refine ⟨hX, ?_, hsq, ?_, ?_⟩
  · have e1 : (fun t => witnessRoot t * witnessRoot t) = witnessOverlap := funext hsq
    have e2 : (!![0, 1; 1, 0] : Matrix (Fin 2) (Fin 2) ℝ) * witnessRoot 0
        + witnessRoot 0 * (!![0, 1; 1, 0] : Matrix (Fin 2) (Fin 2) ℝ) = !![0, 3; 3, 0] := by
      ext i j
      fin_cases i <;> fin_cases j <;>
        simp [witnessRoot] <;> norm_num
    rw [← e1, ← e2]
    exact hX.mul hX
  · ext i j
    fin_cases i <;> fin_cases j <;> simp [witnessRoot]
  · intro i
    fin_cases i <;> simp
```

## Dropping positivity

Consider a root with eigenvalues of opposite sign,
\[ X(t)=\begin{pmatrix}1&t\\ 0&-1\end{pmatrix}. \]

```lean
/-- The family `X(t) = [[1, t], [0, -1]]`. -/
def signedRoot (t : ℝ) : Matrix (Fin 2) (Fin 2) ℝ := !![1, t; 0, -1]
```

The upper off-diagonal entry of \(X^2\) is \(t-t=0\), so \(X(t)^2=1\) for all \(t\). The theorem states this, that \(X(0)=\mathrm{diag}(1,-1)\), and that the derivative at \(0\) is a nonzero matrix, with entry \(X'_{12}=1\) where \(x_1+x_2=0\). One further observation is left unchecked in Lean: the constant family \(\mathrm{diag}(1,-1)\) has the same square and the same value at \(0\) but zero derivative, so \(S'=0\) and \(X(0)\) do not determine \(X'\) in this case.

```lean
/-- The family `signedRoot` squares to the constant unit matrix and equals `diag(1, -1)` at
`0`, while its derivative `[[0, 1], [0, 0]]` at `0` is not zero. -/
theorem signedRoot_counterexample :
    (∀ t, signedRoot t * signedRoot t = 1) ∧ signedRoot 0 = diagonal ![1, -1] ∧
      HasMatDerivAt signedRoot !![0, 1; 0, 0] 0 ∧
      (!![0, 1; 0, 0] : Matrix (Fin 2) (Fin 2) ℝ) ≠ 0 := by
  refine ⟨?_, ?_, ?_, ?_⟩
  · intro t
    ext i j
    fin_cases i <;> fin_cases j <;>
      simp [signedRoot, Matrix.mul_apply, Fin.sum_univ_succ]
  · ext i j
    fin_cases i <;> fin_cases j <;> simp [signedRoot]
  · have e : signedRoot = fun t : ℝ => (!![1, 0; 0, -1] : Matrix (Fin 2) (Fin 2) ℝ)
        + t • (!![0, 1; 0, 0] : Matrix (Fin 2) (Fin 2) ℝ) := by
      funext t
      ext i j
      fin_cases i <;> fin_cases j <;> simp [signedRoot]
    rw [e]
    exact hasMatDerivAt_affine _ _ _
  · intro h
    have h01 := congrFun (congrFun h 0) 1
    simp at h01

end

end LoewdinDerivative
```

```lean
#print axioms LoewdinDerivative.loewdin_derivative_eigenbasis
-- 'LoewdinDerivative.loewdin_derivative_eigenbasis' depends on axioms: [propext, Classical.choice, Quot.sound]
#print axioms LoewdinDerivative.loewdin_inverse_derivative
-- 'LoewdinDerivative.loewdin_inverse_derivative' depends on axioms: [propext, Classical.choice, Quot.sound]
#print axioms LoewdinDerivative.signedRoot_counterexample
-- 'LoewdinDerivative.signedRoot_counterexample' depends on axioms: [propext, Classical.choice, Quot.sound]
```
